# In the Hückel ground state, a neutral alternant hydrocarbon radical with one nonbonding orbital has one π electron on every carbon atom

In the allyl radical two electrons occupy the bonding orbital $(\tfrac12, \tfrac{\sqrt2}{2}, \tfrac12)$ and one occupies the nonbonding orbital $(\tfrac{\sqrt2}{2}, 0, -\tfrac{\sqrt2}{2})$, which puts $2\cdot\tfrac14+\tfrac12=1$ electron on each end atom and $2\cdot\tfrac12+0=1$ on the middle one. The antibonding orbital $(\tfrac12, -\tfrac{\sqrt2}{2}, \tfrac12)$ differs from the bonding one only by a sign on the middle atom, and this mirror symmetry gives the same count in the ground state of every neutral alternant hydrocarbon radical with a single nonbonding orbital. Alternant means that the conjugated carbon atoms fall into two classes with couplings only between the classes, and in the Hückel model all these atoms have the same Coulomb integral.

In Lean 4 with Mathlib:

```lean
import Mathlib

open Matrix

namespace OddAlternant

noncomputable section

variable {n : Type*} [Fintype n] [DecidableEq n]

/-- Alternant zero pattern: every entry between atoms of the same colour is zero, including the
diagonal entries. -/
def IsAlternant (A : Matrix n n ℝ) (colour : n → Bool) : Prop :=
  ∀ r s, colour r = colour s → A r s = 0

/-- The columns of `C` are a complete orthonormal set of molecular orbitals of `A`
with energies `e`, in units where a positive `e` is bonding. -/
structure IsOrbitals (A C : Matrix n n ℝ) (e : n → ℝ) : Prop where
  orth : Cᵀ * C = 1
  eig : A * C = C * diagonal e

/-- `z` is a normalised nonbonding orbital, and the only one up to a factor. -/
structure IsNonbonding (A : Matrix n n ℝ) (z : n → ℝ) : Prop where
  unit : z ⬝ᵥ z = 1
  ker : A *ᵥ z = 0
  unique : ∀ v, A *ᵥ v = 0 → ∃ a : ℝ, v = a • z

/-- The density matrix in which an orbital of energy `x` has weight `f x`. -/
def density (C : Matrix n n ℝ) (e : n → ℝ) (f : ℝ → ℝ) : Matrix n n ℝ :=
  C * diagonal (fun j => f (e j)) * Cᵀ

/-- Weight one for positive energies and zero for all others. -/
def bonding (x : ℝ) : ℝ := if 0 < x then 1 else 0

/-- Weight one for zero energy and zero for all others. -/
def nonbonding (x : ℝ) : ℝ := if x = 0 then 1 else 0

/-- The sign attached to a colour. -/
def sgn (b : Bool) : ℝ := if b then 1 else -1

/-- Every real symmetric matrix has a complete orthonormal set of orbitals. -/
theorem exists_orbitals {A : Matrix n n ℝ} (hA : A.IsHermitian) :
    ∃ C e, IsOrbitals A C e := by
  refine ⟨(hA.eigenvectorUnitary : Matrix n n ℝ), hA.eigenvalues, ?_, ?_⟩
  · have h := mem_unitaryGroup_iff'.mp hA.eigenvectorUnitary.2
    rwa [star_eq_conjTranspose, conjTranspose_eq_transpose_of_trivial] at h
  · ext i j
    rw [mul_diagonal]
    have h := congrFun (hA.mulVec_eigenvectorBasis j) i
    exact h.trans (mul_comm (hA.eigenvalues j) _)

/-- A density matrix acts on any eigenvector of energy `x` as the weight `f x`. -/
theorem density_apply {A C : Matrix n n ℝ} {e : n → ℝ} (hC : IsOrbitals A C e)
    (f : ℝ → ℝ) {v : n → ℝ} {x : ℝ} (h : A *ᵥ v = x • v) :
    density C e f *ᵥ v = f x • v := by
  have hc : C * Cᵀ = 1 := mul_eq_one_comm.mp hC.orth
  have hl : diagonal e * Cᵀ = Cᵀ * A := by
    calc diagonal e * Cᵀ = (Cᵀ * C) * diagonal e * Cᵀ := by rw [hC.orth, Matrix.one_mul]
      _ = Cᵀ * (C * diagonal e) * Cᵀ := by simp only [Matrix.mul_assoc]
      _ = Cᵀ * (A * C) * Cᵀ := by rw [hC.eig]
      _ = Cᵀ * A * (C * Cᵀ) := by simp only [Matrix.mul_assoc]
      _ = Cᵀ * A := by rw [hc, Matrix.mul_one]
  -- only orbitals of energy `x` occur in the expansion of `v`
  have hw : ∀ j, e j * (Cᵀ *ᵥ v) j = x * (Cᵀ *ᵥ v) j := by
    intro j
    have h1 : diagonal e *ᵥ (Cᵀ *ᵥ v) = x • (Cᵀ *ᵥ v) := by
      rw [mulVec_mulVec, hl, ← mulVec_mulVec, h, mulVec_smul]
    have h2 := congrFun h1 j
    simpa only [mulVec_diagonal, Pi.smul_apply, smul_eq_mul] using h2
  have hf : diagonal (fun j => f (e j)) *ᵥ (Cᵀ *ᵥ v) = f x • (Cᵀ *ᵥ v) := by
    ext j
    rw [mulVec_diagonal, Pi.smul_apply, smul_eq_mul]
    by_cases h0 : (Cᵀ *ᵥ v) j = 0
    · rw [h0, mul_zero, mul_zero]
    · rw [mul_right_cancel₀ h0 (hw j)]
  rw [density, ← mulVec_mulVec, ← mulVec_mulVec, hf, mulVec_smul, mulVec_mulVec, hc,
    one_mulVec]

/-- The density matrix does not depend on the choice of orbitals. -/
theorem density_unique {A C C' : Matrix n n ℝ} {e e' : n → ℝ} (hC : IsOrbitals A C e)
    (hC' : IsOrbitals A C' e') (f : ℝ → ℝ) : density C e f = density C' e' f := by
  have h : density C e f * C' = C' * diagonal (fun j => f (e' j)) := by
    ext r j
    have hcol : A *ᵥ (fun i => C' i j) = e' j • (fun i => C' i j) := by
      ext i
      show (A * C') i j = e' j * C' i j
      rw [hC'.eig, mul_diagonal, mul_comm]
    rw [mul_diagonal]
    exact (congrFun (density_apply hC f hcol) r).trans (mul_comm (f (e' j)) _)
  rw [density.eq_def C' e' f, ← h, Matrix.mul_assoc, mul_eq_one_comm.mp hC'.orth,
    Matrix.mul_one]

/-- An alternant matrix anticommutes with the diagonal matrix of colour signs. -/
theorem alternant_anticomm {A : Matrix n n ℝ} {colour : n → Bool}
    (hA : IsAlternant A colour) :
    A * diagonal (fun r => sgn (colour r)) = -(diagonal (fun r => sgn (colour r)) * A) := by
  ext r s
  rw [Matrix.neg_apply, mul_diagonal, diagonal_mul]
  by_cases h : colour r = colour s
  · rw [hA r s h]; ring
  · have hs : sgn (colour s) = -sgn (colour r) := by
      revert h
      cases colour r <;> cases colour s <;> simp [sgn]
    rw [hs]; ring

/-- Between atoms of the same colour, reversing all energies in the weight function
leaves the density matrix unchanged. -/
theorem density_mirror {A C : Matrix n n ℝ} {e : n → ℝ} {colour : n → Bool}
    (hA : IsAlternant A colour) (hC : IsOrbitals A C e) (f : ℝ → ℝ) {r s : n}
    (hrs : colour r = colour s) :
    density C e f r s = density C e (fun x => f (-x)) r s := by
  have hsq : ∀ b, sgn b * sgn b = 1 := by intro b; cases b <;> simp [sgn]
  have hJA := alternant_anticomm hA
  set J : Matrix n n ℝ := diagonal (fun r => sgn (colour r)) with hJ
  have hJJ : J * J = 1 := by
    rw [hJ, diagonal_mul_diagonal, ← diagonal_one]
    exact congrArg diagonal (funext fun i => hsq (colour i))
  have hJt : Jᵀ = J := by rw [hJ, diagonal_transpose]
  -- the sign-changed orbitals are orbitals of opposite energy
  have hm : IsOrbitals A (J * C) (fun j => -e j) := by
    constructor
    · rw [transpose_mul, hJt, Matrix.mul_assoc, ← Matrix.mul_assoc J J C, hJJ,
        Matrix.one_mul, hC.orth]
    · rw [← Matrix.mul_assoc, hJA, Matrix.neg_mul, Matrix.mul_assoc, hC.eig,
        ← Matrix.mul_assoc]
      ext i j
      rw [Matrix.neg_apply, mul_diagonal, mul_diagonal]
      ring
  have h : density C e f = J * density C e (fun x => f (-x)) * J := by
    rw [density_unique hC hm f]
    simp only [density, transpose_mul, hJt, Matrix.mul_assoc]
  rw [h, hJ, mul_diagonal, diagonal_mul, hrs]
  linear_combination (density C e (fun x => f (-x)) r s) * hsq (colour s)

/-- The density matrix of the zero-energy level is the product of the coefficients of
the nonbonding orbital. -/
theorem nonbonding_density {A C : Matrix n n ℝ} {e z : n → ℝ} (hC : IsOrbitals A C e)
    (hz : IsNonbonding A z) (r s : n) : density C e nonbonding r s = z r * z s := by
  have h0 : A * density C e nonbonding = 0 := by
    have hd : diagonal e * diagonal (fun j => nonbonding (e j)) = 0 := by
      rw [diagonal_mul_diagonal, ← diagonal_zero]
      refine congrArg diagonal (funext fun j => ?_)
      by_cases h : e j = 0 <;> simp [nonbonding, h]
    rw [density, ← Matrix.mul_assoc, ← Matrix.mul_assoc, hC.eig, Matrix.mul_assoc C, hd,
      Matrix.mul_zero, Matrix.zero_mul]
  have hsym : (density C e nonbonding)ᵀ = density C e nonbonding := by
    simp only [density, transpose_mul, transpose_transpose, diagonal_transpose,
      Matrix.mul_assoc]
  -- each column is a multiple of `z`, and `z` itself is left unchanged
  obtain ⟨a, ha⟩ := hz.unique (fun i => density C e nonbonding i s)
    (funext fun i => congrFun (congrFun h0 i) s)
  have ha' : ∀ i, density C e nonbonding i s = a * z i := fun i => congrFun ha i
  have hfix := congrFun (density_apply hC nonbonding (v := z) (x := 0)
    (by rw [hz.ker, zero_smul])) s
  have hone : nonbonding 0 = 1 := by simp [nonbonding]
  rw [hone, one_smul] at hfix
  have hsum : (density C e nonbonding *ᵥ z) s = a * (z ⬝ᵥ z) := by
    simp only [mulVec, dotProduct, Finset.mul_sum]
    refine Finset.sum_congr rfl fun i _ => ?_
    have hi : density C e nonbonding s i = density C e nonbonding i s :=
      congrFun (congrFun hsym i) s
    rw [hi, ha' i, mul_assoc]
  rw [hsum, hz.unit, mul_one] at hfix
  rw [ha' r, hfix, mul_comm]

/-- Odd-alternant densities: twice the bonding density plus the square of the nonbonding
coefficient is one on every atom, and twice the bonding density between distinct atoms of
the same colour is minus the product of their nonbonding coefficients. -/
theorem odd_alternant_density {A C : Matrix n n ℝ} {e z : n → ℝ} {colour : n → Bool}
    (hA : IsAlternant A colour) (hC : IsOrbitals A C e) (hz : IsNonbonding A z) :
    (∀ r, 2 * density C e bonding r r + z r ^ 2 = 1) ∧
    ∀ r s, r ≠ s → colour r = colour s →
      2 * density C e bonding r s = -(z r * z s) := by
  have hsplit : ∀ x : ℝ, bonding x + bonding (-x) + nonbonding x = 1 := by
    intro x
    rcases lt_trichotomy x 0 with h | h | h
    · simp [bonding, nonbonding, h, h.ne, not_lt_of_ge h.le]
    · simp [bonding, nonbonding, h]
    · simp [bonding, nonbonding, h, h.ne', not_lt_of_ge h.le]
  -- bonding, antibonding and nonbonding levels together are complete
  have hsum : density C e bonding + density C e (fun x => bonding (-x))
      + density C e nonbonding = 1 := by
    simp only [density]
    rw [← Matrix.add_mul, ← Matrix.add_mul, ← Matrix.mul_add, ← Matrix.mul_add,
      diagonal_add, diagonal_add]
    have hd : diagonal (fun j => bonding (e j) + bonding (-e j) + nonbonding (e j))
        = (1 : Matrix n n ℝ) := by
      rw [← diagonal_one]
      exact congrArg diagonal (funext fun j => hsplit (e j))
    rw [hd, Matrix.mul_one, mul_eq_one_comm.mp hC.orth]
  have key : ∀ r s, colour r = colour s →
      2 * density C e bonding r s + z r * z s = (1 : Matrix n n ℝ) r s := by
    intro r s h
    rw [← hsum, Matrix.add_apply, Matrix.add_apply, ← density_mirror hA hC bonding h,
      nonbonding_density hC hz]
    ring
  refine ⟨fun r => ?_, fun r s hne h => ?_⟩
  · have h := key r r rfl
    rw [one_apply_eq] at h
    linear_combination h
  · have h' := key r s h
    rw [one_apply_ne hne] at h'
    linear_combination h'

/-- The nonbonding orbital never has nonzero coefficients on two atoms of different
colour. -/
theorem nonbonding_one_colour {A : Matrix n n ℝ} {z : n → ℝ} {colour : n → Bool}
    (hA : IsAlternant A colour) (hz : IsNonbonding A z) {r s : n}
    (hrs : colour r ≠ colour s) : z r * z s = 0 := by
  obtain ⟨a, ha⟩ := hz.unique (diagonal (fun r => sgn (colour r)) *ᵥ z) (by
    rw [mulVec_mulVec, alternant_anticomm hA, neg_mulVec, ← mulVec_mulVec, hz.ker,
      mulVec_zero, neg_zero])
  have h : ∀ i, sgn (colour i) * z i = a * z i := by
    intro i
    have hi := congrFun ha i
    simpa only [mulVec_diagonal, Pi.smul_apply, smul_eq_mul] using hi
  have hr := h r
  have hs := h s
  revert hrs hr hs
  cases colour r <;> cases colour s <;> intro hrs hr hs
  · exact absurd rfl hrs
  · simp only [sgn] at hr hs
    norm_num at hr hs
    linear_combination (-(z s) / 2) * hr + (z r / 2) * hs
  · simp only [sgn] at hr hs
    norm_num at hr hs
    linear_combination (z s / 2) * hr - (z r / 2) * hs
  · exact absurd rfl hrs

/-- The Hückel matrix of the three-carbon allyl chain. -/
def allyl : Matrix (Fin 3) (Fin 3) ℝ := !![0, 1, 0; 1, 0, 1; 0, 1, 0]

/-- An orbital with opposite coefficients on the two end atoms of the allyl chain. -/
def allylOrbital : Fin 3 → ℝ := ![√2 / 2, 0, -(√2 / 2)]

/-- The allyl chain is alternant, has a complete set of orbitals, and has `allylOrbital`
as its only nonbonding orbital up to a factor. -/
theorem allyl_witness : IsAlternant allyl ![true, false, true] ∧
    (∃ C e, IsOrbitals allyl C e) ∧ IsNonbonding allyl allylOrbital := by
  have h2 : √2 * √2 = (2 : ℝ) := Real.mul_self_sqrt (by norm_num)
  refine ⟨?_, exists_orbitals ?_, ?_, ?_, ?_⟩
  · intro r s
    fin_cases r <;> fin_cases s <;> simp [allyl]
  · ext i j
    fin_cases i <;> fin_cases j <;> simp [allyl]
  · rw [dotProduct, Fin.sum_univ_three]
    show √2 / 2 * (√2 / 2) + 0 * 0 + -(√2 / 2) * -(√2 / 2) = (1 : ℝ)
    linear_combination (1 / 2) * h2
  · ext i
    fin_cases i <;> simp [allyl, allylOrbital, mulVec, dotProduct, Fin.sum_univ_three]
  · intro v hv
    have h0 := congrFun hv 0
    have h1 := congrFun hv 1
    simp [allyl, mulVec, dotProduct, Fin.sum_univ_three] at h0 h1
    refine ⟨√2 * v 0, ?_⟩
    ext i
    fin_cases i
    · show v 0 = √2 * v 0 * (√2 / 2)
      linear_combination (-(v 0) / 2) * h2
    · show v 1 = √2 * v 0 * 0
      linear_combination h0
    · show v 2 = √2 * v 0 * (-(√2 / 2))
      linear_combination h1 + (v 0 / 2) * h2

end

end OddAlternant
```

```lean
#print axioms OddAlternant.odd_alternant_density
#print axioms OddAlternant.nonbonding_one_colour
```

```
'OddAlternant.odd_alternant_density' depends on axioms: [propext, Classical.choice, Quot.sound]
'OddAlternant.nonbonding_one_colour' depends on axioms: [propext, Classical.choice, Quot.sound]
```

## The identities and their hypotheses

Let $A$ be a real matrix indexed by a finite set `n` of atoms. The main theorem, `odd_alternant_density`, has three hypotheses.

- `IsAlternant A colour`: each atom has one of two colours, and $A_{rs}=0$ whenever $r$ and $s$ have the same colour. The case $r=s$ is included, so the diagonal vanishes.
- `IsOrbitals A C e`: the columns of $C$ are orthonormal molecular orbitals with energies $e_j$, that is, $C^TC=1$ and $AC=C\,\mathrm{diag}(e)$. This forces $A$ to be symmetric. Conversely, `exists_orbitals` supplies such $C$ and $e$ for every real symmetric $A$.
- `IsNonbonding A z`: $z$ has unit length, $Az=0$, and every kernel vector of $A$ is a multiple of $z$.

For a function $f$ of the energy, `density C e f` is the matrix

$$D_f = C\,\mathrm{diag}(f(e_j))\,C^T,\qquad (D_f)_{rs}=\sum_j f(e_j)\,C_{rj}C_{sj}.$$

With `bonding`, which is 1 for positive energies and 0 otherwise, this is the projector $P$ onto the positive eigenspace. The theorem states that

$$2P_{rr}+z_r^2=1 \quad\text{for every } r,\qquad 2P_{rs}=-z_rz_s \quad\text{for } r\neq s \text{ of the same colour.}$$

## Charges, bond orders and the unpaired electron

$A$ is the Hückel matrix, with energies measured from the carbon $2p$ level in units of the resonance integral. That integral is negative, so a positive $e_j$ means bonding. The zero diagonal says that all atoms have the same Coulomb integral. The couplings between colours may differ from bond to bond.

In the neutral radical each bonding orbital holds two electrons and the nonbonding orbital holds one. The first identity then says that every atom carries one π electron, and the second that the bond order $2P_{rs}+z_rz_s$ between distinct atoms of the same colour is zero. If the nonbonding electron is removed, $1-z_r^2$ electrons remain on atom $r$, so within this non-interacting model the positive charge of the cation is distributed as $z_r^2$. The identities can also serve as a check on the density matrix produced by a Hückel or tight-binding program for such a system.

By `nonbonding_one_colour`, $z_rz_s=0$ for atoms of different colour, so the unpaired electron is confined to one colour class.

The model leaves out electron repulsion, overlap between atomic orbitals, heteroatoms with a shifted diagonal, and coupling between atoms of the same colour. The theorem says nothing about $P_{rs}$ between different colours, where the ordinary bond orders are found.

## Mirrored orbitals and a complete set

**The density matrix does not depend on the choice of orbitals.** Suppose $Av=xv$, and let $w=C^Tv$ be the expansion coefficients of $v$. Since $C$ is square, $C^TC=1$ gives $CC^T=1$, and $AC=C\,\mathrm{diag}(e)$ becomes $\mathrm{diag}(e)\,C^T=C^TA$. Applied to $v$, this reads $e_jw_j=xw_j$. For each $j$, either $w_j=0$ or $e_j=x$, and in both cases $f(e_j)w_j=f(x)w_j$. Multiplication by $C$ gives

$$D_fv=f(x)\,v.$$

This is `density_apply`, where `by_cases` separates the two possibilities for $w_j$. If $C'$, $e'$ is another complete set of orbitals, the result holds for each column of $C'$, so $D_fC'=C'\mathrm{diag}(f(e'))$. Multiplication by $C'^T$ from the right shows that both sets give the same $D_f$, which is `density_unique`. This covers degenerate levels, where the orbitals themselves are not fixed.

**Changing signs on one colour reverses the energies.** Let $\sigma_r=\pm1$ according to the colour of $r$, and let $J=\mathrm{diag}(\sigma)$. The entries of $AJ$ and $-JA$ are $A_{rs}\sigma_s$ and $-\sigma_rA_{rs}$. For equal colours both vanish, and for different colours $\sigma_s=-\sigma_r$ makes them equal. Hence $AJ=-JA$, which is `alternant_anticomm`. It follows that

$$A(JC)=-JAC=(JC)\,\mathrm{diag}(-e),\qquad (JC)^T(JC)=C^TJ^2C=1,$$

so the columns of $JC$ are again a complete set of orbitals, now with energies $-e_j$. In `density_mirror` this is the step `hm`. Since both sets give the same density matrix,

$$D_f=J\,D_{\tilde f}\,J,\qquad \tilde f(x)=f(-x).$$

The $(r,s)$ entry on the right carries the factor $\sigma_r\sigma_s$, which is 1 for equal colours. Between such atoms, the bonding and antibonding projectors therefore have the same entries.

**The zero level contributes $z_rz_s$.** Let $N$ be the density matrix for the weight `nonbonding`, which is 1 at zero energy and 0 elsewhere. The product of $e_j$ with this weight is always zero, so $AN=0$ and every column of $N$ lies in the kernel of $A$. For fixed $s$ there is thus a number $a$ with $N_{is}=a z_i$ for all $i$. The first step with $x=0$ gives $Nz=z$. Since $N$ is symmetric,

$$z_s=\sum_i N_{si}z_i=\sum_i N_{is}z_i=a\sum_i z_i^2=a,$$

and therefore $N_{rs}=z_rz_s$. This is `nonbonding_density`.

**The three projectors add up to the identity.** Every energy is positive, negative or zero, so the three weights sum to 1 (`hsplit`). Since $CC^T=1$, the bonding, antibonding and nonbonding projectors sum to the identity matrix (`hsum`). For atoms of equal colour the first two have equal entries, which leaves

$$2P_{rs}+z_rz_s=\delta_{rs}.$$

This is `key` in the main proof. The case $r=s$ is the first identity and the case $r\neq s$ is the second.

**The nonbonding orbital has one colour.** From $AJz=-JAz=0$ and uniqueness, $Jz=az$ for some number $a$, so $\sigma_rz_r=az_r$ and $\sigma_sz_s=az_s$. Multiplying the first equation by $z_s$ and the second by $z_r$ and subtracting gives $(\sigma_r-\sigma_s)z_rz_s=0$. For different colours the bracket is not zero, hence $z_rz_s=0$. The `linear_combination` lines in `nonbonding_one_colour` carry out this subtraction.

For the allyl chain, `allyl_witness` verifies all three hypotheses, with `allylOrbital` as $z$.

## Square cyclobutadiene has two nonbonding orbitals

Uniqueness of $z$ is needed. Number the atoms of square cyclobutadiene 0 to 3 around the ring, with all couplings equal to 1. The matrix is alternant and its energies are $2,0,0,-2$. The only bonding orbital is $(\tfrac12,\tfrac12,\tfrac12,\tfrac12)$, so $P_{rr}=\tfrac14$ on every atom. The vector $z=(\tfrac{\sqrt2}{2},0,-\tfrac{\sqrt2}{2},0)$ is a normalised nonbonding orbital, but not the only one. On atoms 0 and 2 the sum $2P_{rr}+z_r^2$ is 1, while on atoms 1 and 3 it is only $\tfrac12$. The missing half belongs to the second nonbonding orbital, $(0,\tfrac{\sqrt2}{2},0,-\tfrac{\sqrt2}{2})$.
